# The lowest triplet lies below every singlet with a nonzero transition density when the Tamm–Dancoff matrices differ only by a positive definite interaction of transition densities

## Can a charge-transfer singlet meet its triplet, or drop below it?

In some donor–acceptor molecules the lowest excitation moves an electron from one fragment to the other. The two orbitals hardly overlap, so their product, the transition density, is small everywhere. When I compute such states from a closed-shell Hartree–Fock reference in the Tamm–Dancoff approximation, the lowest triplet comes out just below the lowest singlet, sometimes by very little.

Does the method force this order, or could another molecule reverse it? And if the lowest singlet had no transition density at all, would the gap have to be zero? The term that separates the two spin channels would then vanish for that state, so I'd expect the energies to coincide.

## The order is forced, but a singlet without transition density can still have a gap

The method does force the order: the lowest singlet is never below the lowest triplet, though the two can coincide. Your second expectation fails, because the lowest singlet and the lowest triplet need not be the same excitation.

Let $p$ label the excitation pairs, each an occupied and a virtual orbital. On a finite grid, let $r_p$ be the real product of the two orbitals of pair $p$, and let $w$ be the matrix of the electron–electron repulsion, with the quadrature weights absorbed. Write $\langle u,wv\rangle=\sum_{g,h}u_g w_{gh}v_h$. The triplet matrix $T$ holds the orbital energy differences and the exact-exchange attraction between electron and hole. The singlet matrix has one more term,

$$S_{pq}=T_{pq}+2\langle r_p,w r_q\rangle .$$

An excitation with amplitudes $Z_p$ has the transition density $\rho_Z=\sum_p Z_p r_p$. Here this name always means the spatial sum, for triplets too. The spin-summed transition density from the ground state to a triplet is zero, because the spin contributions cancel, so for a triplet $\rho$ is, up to a constant factor, the density that a singlet with the same amplitudes would have. Since $w$ is linear,

$$(SZ)_p=(TZ)_p+2\sum_q\langle r_p,w r_q\rangle Z_q=(TZ)_p+2\langle r_p,w\rho_Z\rangle .$$

Multiplying by $Z_p$ and summing over $p$ gives

$$Z\cdot SZ=Z\cdot TZ+2\langle\rho_Z,w\rho_Z\rangle .$$

The rest is variational. If $A$ is real symmetric with lowest eigenvalue $E$, expand $x$ in an orthonormal eigenbasis with coefficients $c_j$ and eigenvalues $\lambda_j$. Then $x\cdot Ax=\sum_j\lambda_jc_j^2\ge E\sum_jc_j^2=E\,x\cdot x$.

Let $E_T$ and $E_S$ be the lowest eigenvalues of $T$ and $S$. Take a normalised lowest singlet eigenvector $Z$ as a trial vector for $T$:

$$E_S=Z\cdot TZ+2\langle\rho_Z,w\rho_Z\rangle\ge E_T+2\langle\rho_Z,w\rho_Z\rangle .$$

Now take a normalised lowest triplet eigenvector $X$ as a trial vector for $S$:

$$E_S\le X\cdot SX=E_T+2\langle\rho_X,w\rho_X\rangle .$$

Together,

$$2\langle\rho_Z,w\rho_Z\rangle\le E_S-E_T\le 2\langle\rho_X,w\rho_X\rangle .$$

If $w$ is positive definite, the left side is never negative, so $E_T\le E_S$. It is positive when $\rho_Z\neq0$, and then $E_T<E_S$. The right side accounts for your small gaps: if the lowest triplet has a transition density with little self-repulsion, the gap is small too.

The exact condition for a gap concerns the triplet. If $\rho_X=0$, then $SX=TX$, because the extra term is the potential of a zero density.

- Suppose some lowest triplet eigenvector $X$ has $\rho_X=0$. Then $SX=E_TX$, so $E_T$ is also a singlet eigenvalue and $E_S\le E_T$. There is no gap.
- Suppose every lowest triplet eigenvector has nonzero density, and let $Z$ be a lowest singlet eigenvector. If $\rho_Z\ne0$, the gap is positive by the lower bound. If $\rho_Z=0$, then $TZ=SZ=E_SZ$, so $E_T\le E_S$. Equality would make $Z$ a lowest triplet eigenvector with zero density, which was excluded. The gap is again positive.

Two pairs on a single grid point settle your second question. Number them $0$ and $1$, and take $T=\mathrm{diag}(0,1)$, $w=1$, $r_0=2$ and $r_1=0$. The extra term raises pair $0$ by $2\cdot2\cdot2=8$ and leaves pair $1$ alone, so $S=\mathrm{diag}(8,1)$. The lowest triplet is pair $0$, at energy $0$. The lowest singlet is pair $1$, at energy $1$, and its transition density is zero. The gap is $1$ because the repulsion has pushed the singlet partner of the lowest triplet out of the way. This is a model of the matrices and not a molecule: the product of two orthogonal orbitals integrates to zero, which a nonzero value on a single grid point cannot do.

The Lean file below states and proves these results. The types `P` and `G` are the finite sets of pairs and grid points, `density r Z` is $\rho_Z$, and `singlet T w r` is $S$. `IsLowest A E` says that `E` is the least real number for which `A` has a nonzero real eigenvector. For a symmetric matrix this is the usual lowest eigenvalue, and it exists as soon as there is at least one pair.

The strict inequality is `triplet_lt_singlet`. It assumes that `T` is symmetric, that `w` is positive definite (`w.PosDef`, which includes symmetry), that `ET` is the lowest eigenvalue of `T`, and that some vector `Z` satisfies $SZ=E_SZ$ with $\rho_Z\ne0$. Here `ES` may be any singlet level, so the lowest triplet lies below all singlets that have a transition density. The exact condition is `triplet_lt_singlet_iff`, in which `ES` is the lowest singlet energy. The two bounds are `gap_lower_bound` and `gap_upper_bound`, written for vectors of any length, with the gap multiplied by $Z\cdot Z$ or $X\cdot X$. The weak ordering $E_T\le E_S$ has no theorem of its own, but follows from `gap_lower_bound` applied to a lowest singlet eigenvector. The two-pair example is `dark_singlet_with_gap`.

```lean
import Mathlib

open Matrix

namespace SingletTripletGap

noncomputable section

variable {G P : Type*} [Fintype G] [Fintype P]

/-- The transition density `∑ Z_p r_p` on the grid of an excitation with amplitudes `Z`. -/
def density (r : P → G → ℝ) (Z : P → ℝ) : G → ℝ := ∑ p, Z p • r p

/-- The singlet Tamm-Dancoff matrix `T_pq + 2 ⟨r_p, w r_q⟩`, built from the triplet matrix `T`,
the interaction `w` and the pair densities `r`. -/
def singlet (T : Matrix P P ℝ) (w : Matrix G G ℝ) (r : P → G → ℝ) : Matrix P P ℝ :=
  Matrix.of fun p q => T p q + 2 * (r p ⬝ᵥ w *ᵥ r q)

/-- `E` is the lowest excitation energy of `A`: the least of its real eigenvalues. -/
def IsLowest (A : Matrix P P ℝ) (E : ℝ) : Prop :=
  IsLeast {μ : ℝ | ∃ x : P → ℝ, x ≠ 0 ∧ A *ᵥ x = μ • x} E

/-- The singlet matrix acts as the triplet matrix plus twice the interaction of each pair density
with the transition density of the excitation. -/
theorem singlet_mulVec (T : Matrix P P ℝ) (w : Matrix G G ℝ) (r : P → G → ℝ) (Z : P → ℝ) :
    singlet T w r *ᵥ Z = T *ᵥ Z + fun p => 2 * (r p ⬝ᵥ w *ᵥ density r Z) := by
  -- the potential of the transition density is a sum of pair potentials
  have h := map_sum w.mulVecLin (fun q => Z q • r q) Finset.univ
  simp only [Matrix.mulVecLin_apply, Matrix.mulVec_smul] at h
  funext p
  change ∑ q, (T p q + 2 * (r p ⬝ᵥ w *ᵥ r q)) * Z q
    = ∑ q, T p q * Z q + 2 * (r p ⬝ᵥ w *ᵥ (∑ q, Z q • r q))
  rw [h, dotProduct_sum, Finset.mul_sum, ← Finset.sum_add_distrib]
  refine Finset.sum_congr rfl fun q _ => ?_
  rw [dotProduct_smul, smul_eq_mul]
  ring

/-- The singlet quadratic form exceeds the triplet one by twice the self-interaction of the
transition density. -/
theorem singlet_energy (T : Matrix P P ℝ) (w : Matrix G G ℝ) (r : P → G → ℝ) (Z : P → ℝ) :
    Z ⬝ᵥ singlet T w r *ᵥ Z
      = Z ⬝ᵥ T *ᵥ Z + 2 * (density r Z ⬝ᵥ w *ᵥ density r Z) := by
  have h (u : G → ℝ) : Z ⬝ᵥ (fun p => 2 * (r p ⬝ᵥ u)) = 2 * (density r Z ⬝ᵥ u) := by
    unfold density
    rw [sum_dotProduct, Finset.mul_sum]
    change ∑ p, Z p * (2 * (r p ⬝ᵥ u)) = _
    refine Finset.sum_congr rfl fun p _ => ?_
    rw [smul_dotProduct, smul_eq_mul]
    ring
  rw [singlet_mulVec, dotProduct_add, h]

/-- Variational principle: for a real symmetric matrix, the quadratic form of any trial vector is
at least the lowest eigenvalue times the squared length of the vector. -/
theorem rayleigh {A : Matrix P P ℝ} (hA : A.IsSymm) {E : ℝ} (hE : IsLowest A E) (x : P → ℝ) :
    E * (x ⬝ᵥ x) ≤ x ⬝ᵥ A *ᵥ x := by
  classical
  have hB : (A - E • (1 : Matrix P P ℝ)).IsHermitian := by
    rw [Matrix.IsHermitian, Matrix.conjTranspose_eq_transpose_of_trivial]
    simp [Matrix.transpose_sub, Matrix.transpose_smul, hA.eq]
  -- the shifted matrix has no negative eigenvalue
  have hpos : (A - E • (1 : Matrix P P ℝ)).PosSemidef := by
    rw [hB.posSemidef_iff_eigenvalues_nonneg]
    intro j
    have hv := hB.mulVec_eigenvectorBasis j
    rw [Matrix.sub_mulVec, Matrix.smul_mulVec, Matrix.one_mulVec] at hv
    have hne : (hB.eigenvectorBasis j).ofLp ≠ 0 := by
      intro h
      apply hB.eigenvectorBasis.orthonormal.ne_zero j
      ext i
      exact congrFun h i
    have hle : E ≤ hB.eigenvalues j + E :=
      hE.2 ⟨_, hne, by rw [add_smul]; exact sub_eq_iff_eq_add.mp hv⟩
    change 0 ≤ hB.eigenvalues j
    linarith
  have h := hpos.dotProduct_mulVec_nonneg x
  rw [star_trivial, Matrix.sub_mulVec, Matrix.smul_mulVec, Matrix.one_mulVec,
    dotProduct_sub, dotProduct_smul, smul_eq_mul] at h
  linarith

/-- For symmetric `T` with lowest eigenvalue `ET`, the gap `ES - ET` to any singlet level `ES`,
times the squared length of an eigenvector of that level, is at least twice the self-interaction of
its transition density. -/
theorem gap_lower_bound {T : Matrix P P ℝ} (hT : T.IsSymm) (w : Matrix G G ℝ) (r : P → G → ℝ)
    {ET ES : ℝ} (hET : IsLowest T ET) {Z : P → ℝ} (hZ : singlet T w r *ᵥ Z = ES • Z) :
    2 * (density r Z ⬝ᵥ w *ᵥ density r Z) ≤ (ES - ET) * (Z ⬝ᵥ Z) := by
  have h := singlet_energy T w r Z
  rw [hZ, dotProduct_smul, smul_eq_mul] at h
  linarith [rayleigh hT hET Z]

/-- For symmetric `T` and `w` and the lowest singlet energy `ES`, the gap `ES - ET` from any triplet
level `ET`, times the squared length of an eigenvector of that level, is at most twice the
self-interaction of its transition density. -/
theorem gap_upper_bound {T : Matrix P P ℝ} (hT : T.IsSymm) {w : Matrix G G ℝ} (hw : w.IsSymm)
    (r : P → G → ℝ) {ET ES : ℝ} (hES : IsLowest (singlet T w r) ES)
    {X : P → ℝ} (hX : T *ᵥ X = ET • X) :
    (ES - ET) * (X ⬝ᵥ X) ≤ 2 * (density r X ⬝ᵥ w *ᵥ density r X) := by
  have hS : (singlet T w r).IsSymm := by
    ext p q
    have hK : r q ⬝ᵥ w *ᵥ r p = r p ⬝ᵥ w *ᵥ r q := by
      rw [Matrix.dotProduct_mulVec, ← Matrix.mulVec_transpose, hw.eq, dotProduct_comm]
    change T q p + 2 * (r q ⬝ᵥ w *ᵥ r p) = T p q + 2 * (r p ⬝ᵥ w *ᵥ r q)
    rw [hK, hT.apply p q]
  have h := singlet_energy T w r X
  rw [hX, dotProduct_smul, smul_eq_mul] at h
  linarith [rayleigh hS hES X]

/-- For symmetric `T` and positive definite `w`, the lowest triplet lies strictly below every singlet
level, the lowest included, that has an eigenvector with nonzero transition density. -/
theorem triplet_lt_singlet {T : Matrix P P ℝ} (hT : T.IsSymm) {w : Matrix G G ℝ} (hw : w.PosDef)
    (r : P → G → ℝ) {ET ES : ℝ} (hET : IsLowest T ET)
    (hZ : ∃ Z : P → ℝ, singlet T w r *ᵥ Z = ES • Z ∧ density r Z ≠ 0) : ET < ES := by
  obtain ⟨Z, hZ, hρ⟩ := hZ
  have hpos := hw.dotProduct_mulVec_pos hρ
  rw [star_trivial] at hpos
  have hgap := gap_lower_bound hT w r hET hZ
  have hn : 0 ≤ Z ⬝ᵥ Z := Finset.sum_nonneg fun p _ => mul_self_nonneg (Z p)
  by_contra hlt
  nlinarith [mul_nonneg (sub_nonneg.mpr (not_lt.mp hlt)) hn]

/-- For symmetric `T` and positive definite `w`, the lowest triplet lies strictly below the lowest
singlet exactly when every lowest triplet eigenvector has a nonzero transition density. -/
theorem triplet_lt_singlet_iff {T : Matrix P P ℝ} (hT : T.IsSymm) {w : Matrix G G ℝ}
    (hw : w.PosDef) (r : P → G → ℝ) {ET ES : ℝ} (hET : IsLowest T ET)
    (hES : IsLowest (singlet T w r) ES) :
    ET < ES ↔ ∀ X : P → ℝ, X ≠ 0 → T *ᵥ X = ET • X → density r X ≠ 0 := by
  -- without transition density, singlet and triplet matrices act alike
  have dark (X : P → ℝ) (h : density r X = 0) : singlet T w r *ᵥ X = T *ᵥ X := by
    rw [singlet_mulVec, h]
    funext p
    simp
  constructor
  · intro hlt X hX hTX hρ
    exact absurd (hES.2 ⟨X, hX, (dark X hρ).trans hTX⟩) (not_le_of_gt hlt)
  · intro hall
    obtain ⟨Z, hZ0, hZ⟩ := hES.1
    by_cases hρ : density r Z = 0
    · have hTZ : T *ᵥ Z = ES • Z := (dark Z hρ).symm.trans hZ
      refine lt_of_le_of_ne (hET.2 ⟨Z, hZ0, hTZ⟩) fun heq => ?_
      exact hall Z hZ0 (by rw [heq]; exact hTZ) hρ
    · exact triplet_lt_singlet hT hw r hET ⟨Z, hZ, hρ⟩

/-- The lowest eigenvalue of a diagonal matrix is its smallest diagonal entry. -/
theorem isLowest_diagonal [DecidableEq P] (d : P → ℝ) (i : P) (hi : ∀ j, d i ≤ d j) :
    IsLowest (Matrix.diagonal d) (d i) := by
  constructor
  · refine ⟨Pi.single i 1, fun h => by simpa using congrFun h i, ?_⟩
    funext j
    rw [Matrix.mulVec_diagonal]
    by_cases hj : j = i
    · subst hj
      simp
    · simp [hj]
  · rintro μ ⟨x, hx, hμ⟩
    obtain ⟨j, hj⟩ := Function.ne_iff.mp hx
    have h := congrFun hμ j
    rw [Matrix.mulVec_diagonal, Pi.smul_apply, smul_eq_mul] at h
    rw [← mul_right_cancel₀ hj h]
    exact hi j

/-- Two pairs on a one-point grid with interaction 1, a diagonal triplet matrix with entries 0 and
1, and pair densities 2 and 0: the lowest triplet is at 0 and the lowest singlet at 1, with an
eigenvector of zero density. -/
theorem dark_singlet_with_gap :
    IsLowest (Matrix.diagonal ![(0 : ℝ), 1]) 0 ∧
    IsLowest (singlet (Matrix.diagonal ![(0 : ℝ), 1]) (1 : Matrix (Fin 1) (Fin 1) ℝ)
      ![![2], ![0]]) 1 ∧
    singlet (Matrix.diagonal ![(0 : ℝ), 1]) (1 : Matrix (Fin 1) (Fin 1) ℝ)
      ![![2], ![0]] *ᵥ ![0, 1] = (1 : ℝ) • ![0, 1] ∧
    density (![![2], ![0]] : Fin 2 → Fin 1 → ℝ) ![0, 1] = 0 := by
  -- the added repulsion lifts only the first pair, from 0 to 8
  have hS : singlet (Matrix.diagonal ![(0 : ℝ), 1]) (1 : Matrix (Fin 1) (Fin 1) ℝ)
      ![![2], ![0]] = Matrix.diagonal ![(8 : ℝ), 1] := by
    ext i j
    fin_cases i <;> fin_cases j <;> simp [singlet, dotProduct]
    norm_num
  rw [hS]
  refine ⟨isLowest_diagonal ![(0 : ℝ), 1] 0 ?_, isLowest_diagonal ![(8 : ℝ), 1] 1 ?_, ?_, ?_⟩
  · intro j
    fin_cases j <;> simp
  · intro j
    fin_cases j <;> simp
  · funext j
    rw [Matrix.mulVec_diagonal]
    fin_cases j <;> simp
  · funext g
    fin_cases g
    simp [density, Fin.sum_univ_succ]

end

end SingletTripletGap
```

```lean
#print axioms SingletTripletGap.gap_upper_bound
#print axioms SingletTripletGap.triplet_lt_singlet_iff
#print axioms SingletTripletGap.dark_singlet_with_gap
```

```
'SingletTripletGap.gap_upper_bound' depends on axioms: [propext, Classical.choice, Quot.sound]
'SingletTripletGap.triplet_lt_singlet_iff' depends on axioms: [propext, Classical.choice, Quot.sound]
'SingletTripletGap.dark_singlet_with_gap' depends on axioms: [propext, Classical.choice, Quot.sound]
```

The first two lemmas are the identities for $SZ$ and $Z\cdot SZ$. In `singlet_mulVec`, `map_sum` carries $w$ through the sum that defines $\rho_Z$, and the two sides are then compared term by term. In `singlet_energy`, the inner statement `h` says that $\sum_pZ_p\,2\langle r_p,u\rangle=2\langle\rho_Z,u\rangle$ for any potential $u$, and it is used with $u=w\rho_Z$.

The lemma `rayleigh` is the variational principle, reached through a shift. An eigenvector of $A-E$ with eigenvalue $\lambda$ is an eigenvector of $A$ with eigenvalue $\lambda+E$. Since $E$ is the least eigenvalue of $A$, $\lambda\ge0$. The shifted matrix is therefore positive semidefinite, and $x\cdot(A-E)x\ge0$ is the required inequality.

Each gap bound combines `singlet_energy` with `rayleigh`, and `linarith` does the rearrangement. The upper bound applies `rayleigh` to $S$, so it first has to show that $S$ is symmetric, which follows from the symmetry of $T$ and $w$.

In `triplet_lt_singlet`, positive definiteness makes $\langle\rho_Z,w\rho_Z\rangle$ positive. If $E_S\le E_T$ held, the product $(E_S-E_T)\,Z\cdot Z$ could not be positive, against the lower bound. `nlinarith` finds this contradiction from the nonnegative product supplied to it. The proof of `triplet_lt_singlet_iff` follows the two cases above. Its local statement `dark` is the identity $SX=TX$ for zero density, and `by_cases` separates singlets with and without a transition density.

For the example, `isLowest_diagonal` shows that the smallest diagonal entry of a diagonal matrix is its lowest eigenvalue. The corresponding unit vector is an eigenvector, and any other eigenvector has a nonzero component $j$, which forces its eigenvalue to equal the entry $d_j$. The proof of `dark_singlet_with_gap` then computes $S=\mathrm{diag}(8,1)$ and reads off the rest.

Some assumptions matter when you apply this to a real calculation. The file takes $T$ as an arbitrary symmetric matrix and the $r_p$ as arbitrary real functions, and does not derive them from orbitals. Positive definiteness of $w$ is also assumed. It stands for the fact that any nonzero charge distribution has positive Coulomb self-energy, and a discretised kernel has to preserve that property. If $w$ is only positive semidefinite, a nonzero transition density may have no self-repulsion, and the strict inequality can fail.

For a hybrid functional the assumption carries more weight. The singlet and triplet exchange-correlation kernels differ, and with a closed-shell reference their difference adds the opposite-spin part of the kernel to the Coulomb repulsion. The theorems apply if that part can be included in $w$ and the sum is still positive definite, which a given functional need not ensure. They also concern the Tamm–Dancoff matrices alone, without the coupling to de-excitations in full linear response.

A vanishing transition density is also a stronger condition than a vanishing transition dipole. A dipole-forbidden singlet usually has a nonzero $\rho_Z$, and the strict inequality then applies to it.

For configuration interaction singles on a closed-shell reference, with the repulsion represented by a positive definite grid matrix, a lowest singlet computed below the lowest triplet therefore points to a numerical or programming fault, such as a missed triplet root or inconsistent integrals. A molecule whose true lowest singlet lies below its lowest triplet needs a description that goes beyond this single-excitation model.
